# Small-$k$ limits of the model structure factor $1/(1+2\rho\hat u(k))$ for short- and long-range Jastrow factors

## Physical setting

A formal statement about the structure factor of a Jastrow wave function has to decide what $S(k)$ is: an expectation value in an $N$-particle state, or a closed formula in the pair function. Here it is the formula. With $\rho$ the number density, $k$ the wave number and $w(k)$ the Jastrow pair function in Fourier space, $S$ is defined as
$$S(k)=\frac{1}{1+2\rho\,w(k)},$$
and every theorem in which $S$ appears concerns this function; two preparatory theorems concern only the transform $\hat u$ defined below.

The formula comes from the random-phase treatment of a fluid of $N$ identical bosons at positions $\mathbf r_j$ in a volume $V$, with $\rho=N/V$ and trial function $\psi=\exp\big[-\sum_{i<j}u(r_{ij})\big]$, where $r_{ij}=|\mathbf r_i-\mathbf r_j|$. Let $n_{\mathbf k}=\sum_j e^{-i\mathbf k\cdot\mathbf r_j}$ be the density mode of wave vector $\mathbf k$, and let $\hat u$ be the three-dimensional Fourier transform of $u$. Up to a constant, $\sum_{i<j}u(r_{ij})=\frac{1}{2V}\sum_{\mathbf k}\hat u(k)\,|n_{\mathbf k}|^2$, so in $|\psi|^2$ each pair $\pm\mathbf k$ carries the weight $\exp[-2\hat u(k)|n_{\mathbf k}|^2/V]$. If the modes of uncorrelated particles are treated as independent Gaussians with weight $\exp[-|n_{\mathbf k}|^2/N]$, the product, which is normalisable when $1+2\rho\hat u(k)>0$, gives $\langle|n_{\mathbf k}|^2\rangle/N=1/(1+2\rho\hat u(k))$. The factor 2 belongs to the convention $\psi=e^{-\sum u}$, and $u\ge0$ means that the factor suppresses the amplitude of pairs.

For a radial $u(r)$ the angular integration leaves
$$\hat u(k)=4\pi\int_0^\infty r^2u(r)\,\operatorname{sinc}(kr)\,dr,\qquad U=4\pi\int_0^\infty r^2u(r)\,dr,$$
where $\operatorname{sinc}x=\sin x/x$ for $x\ne0$, $\operatorname{sinc}0=1$, and $U$ is the volume integral of $u$.

In the ground state of a neutral Bose liquid with phonons the structure factor is expected to start linearly in $k$. Within this random-phase model for the distribution $|\psi|^2$ of a trial function, the theorems say which Fourier-space pair functions $w(k)$ reproduce that onset.

## Statement

All limits are taken as $k$ decreases to zero through positive values, and $\rho>0$ wherever $S$ appears.

1. For any $u$ and any $k\neq0$, the transform equals $4\pi\int_0^\infty r^2u(r)\,\frac{\sin kr}{kr}\,dr$ (`uhat_eq_sin`).
2. If $r^2u$ is integrable on $(0,\infty)$, then $\hat u(k)\to U$, whatever the sign of $u$ (`uhat_tendsto_volumeIntegral`).
3. If moreover $u(r)\ge0$ for $r>0$ and $w=\hat u$, then $S(k)\to 1/(1+2\rho U)$, and this number lies in $(0,1]$ (`structureFactor_shortRange`). Under the same hypotheses $S(k)/k\to+\infty$ (`structureFactor_shortRange_slope`).
4. If $k\,w(k)\to c$ with $c>0$, then $S(k)/k\to1/(2\rho c)$ (`structureFactor_longRange`), in particular for $w(k)=c/k$ (`structureFactor_inv_k`).
5. Conversely, if $S(k)/k\to a$ with $a>0$, then $k\,w(k)\to1/(2\rho a)$ (`longRange_of_linear_structureFactor`).
6. For $u(r)=e^{-r}$, the function $r^2u$ is integrable and $S(k)\to1/(1+16\pi\rho)$ (`shortRange_witness`).

## Derivation

### Short range

For $k\neq0$ and $r>0$ the product $kr$ is nonzero, so $\operatorname{sinc}(kr)=\sin(kr)/(kr)$ at every point of the integration range, which is statement 1.

Let $r^2u$ be integrable. Since $|\operatorname{sinc}x|\le1$ for all real $x$,
$$|r^2u(r)\operatorname{sinc}(kr)|\le|r^2u(r)|,$$
and the bound is integrable and independent of $k$. At fixed $r$ the integrand is continuous in $k$. Dominated convergence then allows the limit in $k$ to pass under the integral, so $\hat u$ is continuous on the whole real line. At $k=0$ the sinc equals 1 and $\hat u(0)=U$. Hence $\hat u(k)\to U$.

Now let $u\ge0$. Then $r^2u\ge0$, so $U\ge0$ and the limiting denominator $D=1+2\rho U$ satisfies $D\ge1$. From $1+2\rho\hat u(k)\to D$ and $D\neq0$ it follows that $S(k)\to1/D$, and $D\ge1$ gives $0<1/D\le1$. The upper value 1 is reached when $U=0$, for example by $u=0$. Finally $S(k)/k=S(k)\cdot k^{-1}$ is the product of a factor with positive limit and a factor that tends to $+\infty$, so it tends to $+\infty$.

### Long range and converse

Multiplying the denominator of $S$ by $k$ gives
$$\frac{S(k)}{k}=\frac{1}{(1+2\rho w(k))\,k}=\frac{1}{k+2\rho\,k\,w(k)}.$$
If $k\,w(k)\to c>0$, the denominator tends to $0+2\rho c$, which is positive, and so $S(k)/k\to1/(2\rho c)$. For $w(k)=c/k$ the product $k\,w(k)$ equals $c$ at every $k>0$.

The same identity, solved for $k\,w$, reads
$$k\,w(k)=\frac{(S(k)/k)^{-1}-k}{2\rho}.$$
If $S(k)/k\to a>0$, the reciprocal tends to $1/a$ and the right side tends to $(1/a-0)/(2\rho)=1/(2\rho a)$. In the model a linear onset with positive slope and a $1/k$ singularity of $w$ with positive coefficient are therefore equivalent, with $2\rho\,a\,c=1$.

For $u=e^{-r}$ the radial integral is $\int_0^\infty r^2e^{-r}\,dr=\Gamma(3)=2$, with $\Gamma$ the gamma function, so $U=8\pi$ and $2\rho U=16\pi\rho$.

### A numerical instance

Take $u=e^{-r}$, with lengths measured in the range of $u$, and $\rho=1/(16\pi)\approx0.0199$, so that the limit of $S$ is $1/2$. The elementary integral $\int_0^\infty re^{-r}\sin(kr)\,dr=2k/(1+k^2)^2$ gives $\hat u(k)=8\pi/(1+k^2)^2$ and $S(k)=(1+k^2)^2/[1+(1+k^2)^2]$. For comparison take $w=c/k$ with $c=8\pi$ at the same density, so that $2\rho c=1$, $S(k)=k/(1+k)$ and $S(k)/k=1/(1+k)$.

| $k$ | $S$, $u=e^{-r}$ | $S/k$, $u=e^{-r}$ | $S$, $w=8\pi/k$ | $S/k$, $w=8\pi/k$ |
|---|---|---|---|---|
| $0.1$ | $0.5050$ | $5.05$ | $0.0909$ | $0.909$ |
| $0.01$ | $0.50005$ | $50.0$ | $0.0099$ | $0.990$ |

The second column approaches $1/2$, the third grows roughly as $1/(2k)$, and the last approaches $1/(2\rho c)=1$.

### A neighbouring result

Nothing in the long-range step is special to the first power of $k$. For an exponent $p>0$ one has $S(k)/k^p=1/(k^p+2\rho\,k^pw(k))$, so $k^pw(k)\to c>0$ would give $S(k)/k^p\to1/(2\rho c)$ by the same two lines, and $p=2$ corresponds to a pair function with a $1/r$ tail, whose transform goes as $1/k^2$. The random-phase argument, the closed form of $\hat u$ with the table, this variant in $p$ and the real-space tails mentioned in these notes are not part of the file.

### In a simulation

A Monte Carlo code with a periodic cubic cell of side $L$ accumulates $|n_{\mathbf k}|^2/N$ over the walk at the wave vectors $\mathbf k=2\pi\mathbf m/L$, with $\mathbf m$ a nonzero integer triple. A real-space pair term that is bounded and cut off at a radius no larger than $L/2$ has $r^2u$ integrable. A long-range term can be added to $\sum_{i<j}u(r_{ij})$ as a finite sum $\frac{1}{2V}\sum_{\mathbf k}v(k)|n_{\mathbf k}|^2$, so that the model has $w=\hat u+v$, and inverting the model, $w(k)=(1/S(k)-1)/(2\rho)$, turns a target $S$ into a starting guess $v(k)=w(k)-\hat u(k)$ for the coefficients. If $v(k)=c/k$ is chosen, the total is $w(k)=\hat u(k)+c/k$, and since $k\,\hat u(k)$ vanishes with $k$ when $\hat u$ has a finite limit, the hypothesis on $k\,w(k)$ suits this case where the pure form $c/k$ does not. The smallest available wave number is $2\pi/L$, so no finite cell reaches the limit $k\downarrow0$, and the small-$k$ behaviour has to be extrapolated from the available wave numbers, in one cell or in several of different size.

## What the formal version assumes

The pair function is `u : ℝ → ℝ`, of which only the values at $r>0$ enter, because the integrals run over `Ioi (0 : ℝ)`, the interval $(0,\infty)$, with Lebesgue measure. `uhat u k` is $\hat u(k)$, `volumeIntegral u` is $U$, and `structureFactor ρ w k` is $S(k)$. The factor $4\pi r^2$ fixes three dimensions and the transform convention without factors of $2\pi$. The radial formula is the definition of `uhat`, so its reduction from the integral over $\mathbb R^3$ is taken as given. All quantities are plain real numbers. With a unit of length chosen, $u$ and $S$ are dimensionless, $\hat u$, $w$, $U$ and $1/\rho$ are volumes, $c$ is an area and $a$ is a length.

`Tendsto f (𝓝[>] 0) (𝓝 b)` would read as $f(k)\to b$ for $k\downarrow0$, and `atTop` in the last place reads as divergence to $+\infty$. The hypothesis `IntegrableOn (fun r => r ^ 2 * u r) (Ioi 0)` asks that $r^2u$ be measurable up to a null set and that $\int_0^\infty|r^2u|\,dr$ be finite. It restricts both ends of the range. A power-law tail $r^{-s}$ needs $s>3$, and a core such as $r^{-5}$ fails at the origin, so strongly divergent core functions are not covered by the short-range theorems.

In `structureFactor` the argument `w` is an arbitrary real function. The short-range theorems set it to `uhat u`, while the long-range theorems and the converse take `w` directly in Fourier space and never refer to a function of $r$. The real-space partner of $c/k$ is $c/(2\pi^2r^2)$, for which the radial integral converges only conditionally. Lean assigns the value zero to the integral of a non-integrable function, so `uhat` does not represent this transform, and the long-range behaviour of $w$ is a hypothesis that is not derived from a tail of $u$.

No wave function, particle number, statistics or Hamiltonian appears, and the accuracy of the random-phase formula for an actual Jastrow state is not addressed. The theorems give limits only, with no rate of approach and no bound on $S$ at finite $k$, where $\hat u(k)$ can be negative even for $u\ge0$. The converse requires a finite positive slope $a$.

## The file

```lean
import Mathlib

open MeasureTheory Set Filter Topology

namespace JastrowStructureFactor

noncomputable section

/-- Radial Fourier transform of a pair function `u(r)`:
`û(k) = 4π ∫₀^∞ r² u(r) sinc(kr) dr`, with `sinc x = sin x / x` and `sinc 0 = 1`. -/
def uhat (u : ℝ → ℝ) (k : ℝ) : ℝ :=
  4 * Real.pi * ∫ r in Ioi (0 : ℝ), r ^ 2 * u r * Real.sinc (k * r)

/-- Volume integral `4π ∫₀^∞ r² u(r) dr` of a radial pair function. -/
def volumeIntegral (u : ℝ → ℝ) : ℝ :=
  4 * Real.pi * ∫ r in Ioi (0 : ℝ), r ^ 2 * u r

/-- Model structure factor `S(k) = 1 / (1 + 2 ρ w(k))` at density `ρ` for a Jastrow
function `w(k)` in Fourier space. -/
def structureFactor (ρ : ℝ) (w : ℝ → ℝ) (k : ℝ) : ℝ :=
  1 / (1 + 2 * ρ * w k)

/-- For `k ≠ 0` the transform is `4π ∫₀^∞ r² u(r) sin(kr)/(kr) dr`. -/
theorem uhat_eq_sin (u : ℝ → ℝ) {k : ℝ} (hk : k ≠ 0) :
    uhat u k =
      4 * Real.pi * ∫ r in Ioi (0 : ℝ), r ^ 2 * u r * (Real.sin (k * r) / (k * r)) := by
  have h : ∫ r in Ioi (0 : ℝ), r ^ 2 * u r * Real.sinc (k * r) =
      ∫ r in Ioi (0 : ℝ), r ^ 2 * u r * (Real.sin (k * r) / (k * r)) := by
    refine setIntegral_congr_fun measurableSet_Ioi (fun r hr => ?_)
    show r ^ 2 * u r * Real.sinc (k * r) = r ^ 2 * u r * (Real.sin (k * r) / (k * r))
    rw [Real.sinc_of_ne_zero (mul_ne_zero hk (mem_Ioi.mp hr).ne')]
  rw [uhat, h]

/-- If `r² u(r)` is integrable on `(0, ∞)`, then `û(k)` tends to the volume integral
of `u` as `k` decreases to zero. -/
theorem uhat_tendsto_volumeIntegral {u : ℝ → ℝ}
    (hu : IntegrableOn (fun r => r ^ 2 * u r) (Ioi 0)) :
    Tendsto (uhat u) (𝓝[>] 0) (𝓝 (volumeIntegral u)) := by
  -- the integrand is dominated by |r² u| because |sinc| ≤ 1
  have hb : ∀ k r : ℝ, ‖r ^ 2 * u r * Real.sinc (k * r)‖ ≤ ‖r ^ 2 * u r‖ := by
    intro k r
    rw [norm_mul (r ^ 2 * u r)]
    refine mul_le_of_le_one_right (norm_nonneg _) ?_
    rw [Real.norm_eq_abs]
    exact Real.abs_sinc_le_one _
  have hm : ∀ k : ℝ, AEStronglyMeasurable (fun r : ℝ => r ^ 2 * u r * Real.sinc (k * r))
      (volume.restrict (Ioi (0 : ℝ))) := by
    intro k
    have hs : Continuous fun r : ℝ => Real.sinc (k * r) :=
      Real.continuous_sinc.comp (continuous_const.mul continuous_id)
    exact hu.1.mul hs.aestronglyMeasurable
  have hc : ∀ r : ℝ, Continuous fun k : ℝ => r ^ 2 * u r * Real.sinc (k * r) := fun r =>
    continuous_const.mul (Real.continuous_sinc.comp (continuous_id.mul continuous_const))
  -- dominated convergence gives continuity in k
  have hint : Continuous fun k : ℝ =>
      ∫ r in Ioi (0 : ℝ), r ^ 2 * u r * Real.sinc (k * r) :=
    continuous_of_dominated (F := fun k r : ℝ => r ^ 2 * u r * Real.sinc (k * r))
      (bound := fun r => ‖r ^ 2 * u r‖) hm (fun k => ae_of_all _ (hb k))
      (Integrable.norm hu) (ae_of_all _ hc)
  have hcont : Continuous (uhat u) := continuous_const.mul hint
  have h0 : uhat u 0 = volumeIntegral u := by
    simp [uhat, volumeIntegral]
  rw [← h0]
  exact (hcont.tendsto 0).mono_left nhdsWithin_le_nhds

/-- For `ρ > 0` and `u ≥ 0` with `r² u` integrable, `S(k)` tends, as `k` decreases to zero,
to `1 / (1 + 2ρU)` with `U` the volume integral of `u`, and this limit lies in `(0, 1]`. -/
theorem structureFactor_shortRange {ρ : ℝ} (hρ : 0 < ρ) {u : ℝ → ℝ}
    (hpos : ∀ r, 0 < r → 0 ≤ u r)
    (hu : IntegrableOn (fun r => r ^ 2 * u r) (Ioi 0)) :
    Tendsto (structureFactor ρ (uhat u)) (𝓝[>] 0)
        (𝓝 (1 / (1 + 2 * ρ * volumeIntegral u))) ∧
      0 < 1 / (1 + 2 * ρ * volumeIntegral u) ∧
      1 / (1 + 2 * ρ * volumeIntegral u) ≤ 1 := by
  have hI : 0 ≤ ∫ r in Ioi (0 : ℝ), r ^ 2 * u r :=
    setIntegral_nonneg measurableSet_Ioi
      (fun r hr => mul_nonneg (sq_nonneg r) (hpos r (mem_Ioi.mp hr)))
  have hU : 0 ≤ volumeIntegral u := mul_nonneg (by positivity) hI
  have hU2 : 0 ≤ 2 * ρ * volumeIntegral u := mul_nonneg (by linarith) hU
  -- the limiting denominator is at least 1
  have hD : 0 < 1 + 2 * ρ * volumeIntegral u := by linarith
  refine ⟨?_, one_div_pos.mpr hD, (div_le_one hD).mpr (by linarith)⟩
  have h := (((uhat_tendsto_volumeIntegral hu).const_mul (2 * ρ)).const_add 1).inv₀ hD.ne'
  rw [one_div]
  exact h.congr (fun k => (one_div _).symm)

/-- For `ρ > 0` and `u ≥ 0` with `r² u` integrable, `S(k)/k` diverges to `+∞` as `k`
decreases to zero. -/
theorem structureFactor_shortRange_slope {ρ : ℝ} (hρ : 0 < ρ) {u : ℝ → ℝ}
    (hpos : ∀ r, 0 < r → 0 ≤ u r)
    (hu : IntegrableOn (fun r => r ^ 2 * u r) (Ioi 0)) :
    Tendsto (fun k => structureFactor ρ (uhat u) k / k) (𝓝[>] 0) atTop := by
  obtain ⟨hlim, hgt, -⟩ := structureFactor_shortRange hρ hpos hu
  have h := Filter.Tendsto.pos_mul_atTop hgt hlim (tendsto_inv_nhdsGT_zero (𝕜 := ℝ))
  exact h.congr (fun k => (div_eq_mul_inv _ _).symm)

/-- For `ρ > 0`, if `k w(k)` tends to `c > 0` as `k` decreases to zero, then `S(k)/k`
tends to `1 / (2ρc)`. -/
theorem structureFactor_longRange {ρ c : ℝ} (hρ : 0 < ρ) (hc : 0 < c) {w : ℝ → ℝ}
    (hw : Tendsto (fun k => k * w k) (𝓝[>] 0) (𝓝 c)) :
    Tendsto (fun k => structureFactor ρ w k / k) (𝓝[>] 0) (𝓝 (1 / (2 * ρ * c))) := by
  have hk0 : Tendsto (fun k : ℝ => k) (𝓝[>] 0) (𝓝 0) :=
    tendsto_id.mono_left nhdsWithin_le_nhds
  have hden := hk0.add (hw.const_mul (2 * ρ))
  rw [zero_add] at hden
  have hne : 2 * ρ * c ≠ 0 := by positivity
  rw [one_div]
  -- S(k)/k = 1 / (k + 2ρ k w(k))
  refine (hden.inv₀ hne).congr (fun k => ?_)
  have e : k + 2 * ρ * (k * w k) = (1 + 2 * ρ * w k) * k := by ring
  show (k + 2 * ρ * (k * w k))⁻¹ = 1 / (1 + 2 * ρ * w k) / k
  rw [div_div, e, one_div]

/-- For `ρ, c > 0` and the Jastrow function `w(k) = c/k`, `S(k)/k` tends to `1 / (2ρc)`
as `k` decreases to zero. -/
theorem structureFactor_inv_k {ρ c : ℝ} (hρ : 0 < ρ) (hc : 0 < c) :
    Tendsto (fun k => structureFactor ρ (fun q => c / q) k / k) (𝓝[>] 0)
      (𝓝 (1 / (2 * ρ * c))) := by
  refine structureFactor_longRange hρ hc (tendsto_const_nhds.congr' ?_)
  filter_upwards [self_mem_nhdsWithin] with k hk
  have hk' : k ≠ 0 := (mem_Ioi.mp hk).ne'
  show c = k * (c / k)
  field_simp

/-- Converse: for `ρ > 0`, if `S(k)/k` tends to `a > 0` as `k` decreases to zero, then
`k w(k)` tends to `1 / (2ρa)`. -/
theorem longRange_of_linear_structureFactor {ρ a : ℝ} (hρ : 0 < ρ) (ha : 0 < a)
    {w : ℝ → ℝ}
    (hS : Tendsto (fun k => structureFactor ρ w k / k) (𝓝[>] 0) (𝓝 a)) :
    Tendsto (fun k => k * w k) (𝓝[>] 0) (𝓝 (1 / (2 * ρ * a))) := by
  have hk0 : Tendsto (fun k : ℝ => k) (𝓝[>] 0) (𝓝 0) :=
    tendsto_id.mono_left nhdsWithin_le_nhds
  have h := ((hS.inv₀ ha.ne').sub hk0).div_const (2 * ρ)
  have e : (a⁻¹ - 0) / (2 * ρ) = 1 / (2 * ρ * a) := by ring
  have h2 : 2 * ρ ≠ 0 := by positivity
  rw [e] at h
  -- k w(k) = ((S/k)⁻¹ - k) / (2ρ)
  refine h.congr (fun k => ?_)
  show ((1 / (1 + 2 * ρ * w k) / k)⁻¹ - k) / (2 * ρ) = k * w k
  rw [div_div, one_div, inv_inv, div_eq_iff h2]
  ring

/-- For `u(r) = exp(-r)` the function `r² u` is integrable on `(0, ∞)`, and for `ρ > 0`
the structure factor tends to `1 / (1 + 16πρ)` as `k` decreases to zero. -/
theorem shortRange_witness {ρ : ℝ} (hρ : 0 < ρ) :
    IntegrableOn (fun r : ℝ => r ^ 2 * Real.exp (-r)) (Ioi 0) ∧
      Tendsto (structureFactor ρ (uhat fun r => Real.exp (-r))) (𝓝[>] 0)
        (𝓝 (1 / (1 + 16 * Real.pi * ρ))) := by
  have hf : (fun x : ℝ => Real.exp (-x) * x ^ ((3 : ℝ) - 1)) =
      fun x : ℝ => x ^ 2 * Real.exp (-x) := by
    funext x
    rw [show (3 : ℝ) - 1 = 2 by norm_num, Real.rpow_two, mul_comm]
  have hint := Real.GammaIntegral_convergent (s := 3) (by norm_num)
  rw [hf] at hint
  -- the radial integral is Γ(3) = 2
  have hG := Real.Gamma_eq_integral (s := 3) (by norm_num)
  have g : Real.Gamma 3 = 2 := by
    rw [show (3 : ℝ) = ((2 : ℕ) : ℝ) + 1 by norm_num, Real.Gamma_nat_eq_factorial]
    norm_num [Nat.factorial]
  rw [hf, g] at hG
  have hU : volumeIntegral (fun r => Real.exp (-r)) = 4 * Real.pi * 2 :=
    congrArg (fun t => 4 * Real.pi * t) hG.symm
  have h := (structureFactor_shortRange hρ (u := fun r => Real.exp (-r))
    (fun r _ => (Real.exp_pos _).le) hint).1
  rw [hU, show 2 * ρ * (4 * Real.pi * 2) = 16 * Real.pi * ρ by ring] at h
  exact ⟨hint, h⟩

end

end JastrowStructureFactor
```

```lean
#print axioms JastrowStructureFactor.structureFactor_shortRange
#print axioms JastrowStructureFactor.structureFactor_shortRange_slope
#print axioms JastrowStructureFactor.structureFactor_inv_k
#print axioms JastrowStructureFactor.longRange_of_linear_structureFactor
```

```
'JastrowStructureFactor.structureFactor_shortRange' depends on axioms: [propext, Classical.choice, Quot.sound]
'JastrowStructureFactor.structureFactor_shortRange_slope' depends on axioms: [propext, Classical.choice, Quot.sound]
'JastrowStructureFactor.structureFactor_inv_k' depends on axioms: [propext, Classical.choice, Quot.sound]
'JastrowStructureFactor.longRange_of_linear_structureFactor' depends on axioms: [propext, Classical.choice, Quot.sound]
```

## Notes on the proof

`uhat_eq_sin` compares the two integrands point by point on $(0,\infty)$ through `setIntegral_congr_fun`, and `Real.sinc_of_ne_zero` applies because $k\neq0$ and $r>0$ make $kr$ nonzero.

`uhat_tendsto_volumeIntegral` supplies the ingredients of `continuous_of_dominated`. The bound is `hb`, from `Real.abs_sinc_le_one`, measurability of the integrand at each $k$ is `hm`, continuity in $k$ at each $r$ is `hc`, and `Integrable.norm hu` makes the bound $|r^2u|$ integrable. The outcome `hcont` is continuity of $\hat u$ everywhere, `h0` is $\hat u(0)=U$, and `mono_left nhdsWithin_le_nhds` restricts the two-sided limit at zero to the right-hand one. Defining the transform with the continuous sinc is what makes $k=0$ an ordinary point of this argument.

In `structureFactor_shortRange`, `hI` and `hU` give $U\ge0$ from `hpos`, `hU2` gives $2\rho U\ge0$, and `hD` gives $D>0$. The two inequalities on $1/D$ follow by `one_div_pos` and `div_le_one`. The limit is assembled as in the derivation: `const_mul (2 * ρ)` multiplies $\hat u(k)\to U$ by $2\rho$, `const_add 1` adds 1, and `inv₀` takes the reciprocal at the nonzero limit. `structureFactor_shortRange_slope` feeds this limit, its positivity and `tendsto_inv_nhdsGT_zero`, which is $k^{-1}\to+\infty$, to `Filter.Tendsto.pos_mul_atTop`.

In `structureFactor_longRange`, `hden` is the limit $k+2\rho\,k\,w(k)\to2\rho c$, `hne` says that this limit is nonzero, and `e` is the factorisation $k+2\rho\,k\,w=(1+2\rho w)\,k$ that identifies the reciprocal with $S(k)/k$. `structureFactor_inv_k` has only to show that $k\cdot(c/k)\to c$, and `filter_upwards [self_mem_nhdsWithin]` restricts attention to $k>0$, where the product is the constant $c$. `longRange_of_linear_structureFactor` builds $((S/k)^{-1}-k)/(2\rho)$ by `inv₀`, `sub` and `div_const`, rewrites the limit as $1/(2\rho a)$ with `e`, and matches the expression to $k\,w(k)$ by clearing the double reciprocal and the factor $2\rho$.

`shortRange_witness` recasts the Euler integrand $e^{-x}x^{3-1}$ as $x^2e^{-x}$ in `hf`. Then `Real.GammaIntegral_convergent` gives integrability, `Real.Gamma_eq_integral` with $\Gamma(3)=2!=2$ gives the value of the integral, `hU` records $U=4\pi\cdot2$, and the first part of `structureFactor_shortRange` yields the limit once $2\rho\cdot8\pi$ is written as $16\pi\rho$.
